# GGA exchange with a positive nondecreasing enhancement factor, exact for a one-electron atom, overcancels the Hartree energy when the electron is shared by infinitely separated atoms

To read a computed dissociation curve of H₂⁺ at large separation, one compares its tail with the energy of a hydrogen atom plus a bare proton. If the tail lies too low, the cause may be numerical, such as a coarse integration grid, or it may be the functional itself. For a semilocal exchange functional that is exact for the atom and whose enhancement factor depends only on the reduced density gradient and is positive and nondecreasing in it, the exchange term alone gives an error of this sign when the electron is shared equally between infinitely separated atoms, each carrying the atomic density scaled down without relaxation.

## Exchange and Hartree energies on a grid

The atomic grid is a finite set of points $i$, with weights $w_i$, densities $n_i$ and gradient magnitudes $g_i$. The gradients are independent data, not computed from $n$. The inequalities below assume $w_i>0$, $n_i>0$ and $g_i\ge0$ at every point.

In Lean 4 with Mathlib:

```lean
import Mathlib

open Finset

namespace StretchedIonExchange

noncomputable section

variable {ι : Type*} [Fintype ι]
```

With reduced gradient $s_i=g_i/n_i^{4/3}$, the magnitude of the exchange energy is
$$K(n,g)=\sum_i w_i\,n_i^{4/3}F(s_i).$$
Numerical prefactors and the spin scaling of a polarised electron are absorbed into $F$.

```lean
/-- Magnitude of the semilocal exchange energy on a grid with weights `w`, density `n`,
gradient `g` and enhancement factor `F`. -/
def semilocalK (F : ℝ → ℝ) (w n g : ι → ℝ) : ℝ :=
  ∑ i, w i * n i ^ (4 / 3 : ℝ) * F (g i / n i ^ (4 / 3 : ℝ))
```

The Hartree energy is $U(n)=\tfrac12\sum_{i,j}w_iw_jv_{ij}n_in_j$, with an arbitrary real kernel $v$. Exact exchange for one electron is $-U$.

```lean
/-- Hartree energy of the density `n` with pair interaction `v` on a grid with weights `w`. -/
def hartree (w : ι → ℝ) (v : ι → ι → ℝ) (n : ι → ℝ) : ℝ :=
  1 / 2 * ∑ i, ∑ j, w i * w j * v i j * n i * n j
```

## One electron shared by separated atoms

The stretched ion consists of $M$ copies of the atomic grid, so its points are pairs in `Fin M × ι`. H₂⁺ is the case $M=2$.

```lean
/-- The grid weights repeated on `M` copies of the atomic grid. -/
def copies (M : ℕ) (w : ι → ℝ) : Fin M × ι → ℝ := fun p => w p.2
```

Each copy carries density $n_i/M$ and gradient $g_i/M$. The atomic density is only scaled, not relaxed.

```lean
/-- An atomic density (or gradient) shared equally among `M` copies of the atom. -/
def shared (M : ℕ) (f : ι → ℝ) : Fin M × ι → ℝ := fun p => f p.2 / (M : ℝ)
```

Infinite separation means that the interaction between different copies is zero.

```lean
/-- The pair interaction for infinitely separated atoms: it acts only within each copy. -/
def separated (M : ℕ) (v : ι → ι → ℝ) : Fin M × ι → Fin M × ι → ℝ :=
  fun p q => if p.1 = q.1 then v p.2 q.2 else 0
```

## Scaling of a fragment

For $c>0$, $(n_i/c)^{4/3}=n_i^{4/3}/(c\,c^{1/3})$. The reduced gradient of a fragment is therefore
$$\frac{g_i/c}{(n_i/c)^{4/3}}=c^{1/3}s_i,$$
and $c$ fragments carry the prefactor $c\cdot c^{-4/3}=c^{-1/3}$:
$$c\,K(n/c,g/c)=c^{-1/3}\sum_i w_in_i^{4/3}F(c^{1/3}s_i).$$

The proof turns on `generalize`. Once the power laws have reduced every fractional power to $n_i^{4/3}$ or $c^{1/3}$, it replaces these two by letters `a` and `r`; the suffix `at ha ⊢` (and likewise for `hr`) carries their positivity along. What remains is rational algebra, which `field_simp` can do. The argument of `F` is simplified separately in `harg`; after that both sides contain the same value of $F$, which is replaced by a letter `y`.

```lean
/-- Dividing density and gradient by `c` multiplies the reduced gradient by `c^(1/3)`;
`c` such fragments together carry the prefactor `c^(-1/3)`. -/
theorem fragment_scaling (F : ℝ → ℝ) (w n g : ι → ℝ) (hn : ∀ i, 0 < n i)
    {c : ℝ} (hc : 0 < c) :
    c * semilocalK F w (fun i => n i / c) (fun i => g i / c) =
      c ^ (-(1 / 3 : ℝ)) * ∑ i, w i * n i ^ (4 / 3 : ℝ) *
        F (c ^ (1 / 3 : ℝ) * (g i / n i ^ (4 / 3 : ℝ))) := by
  simp only [semilocalK, Finset.mul_sum]
  refine Finset.sum_congr rfl fun i _ => ?_
  have ha : 0 < n i ^ (4 / 3 : ℝ) := Real.rpow_pos_of_pos (hn i) _
  have hr : 0 < c ^ (1 / 3 : ℝ) := Real.rpow_pos_of_pos hc _
  have h43 : c ^ (4 / 3 : ℝ) = c * c ^ (1 / 3 : ℝ) := by
    rw [show (4 / 3 : ℝ) = 1 + 1 / 3 by norm_num, Real.rpow_add hc, Real.rpow_one]
  rw [Real.div_rpow (hn i).le hc.le, h43, Real.rpow_neg hc.le]
  generalize n i ^ (4 / 3 : ℝ) = a at ha ⊢
  generalize c ^ (1 / 3 : ℝ) = r at hr ⊢
  -- the reduced gradient of a fragment
  have harg : g i / c / (a / (c * r)) = r * (g i / a) := by field_simp
  rw [harg]
  generalize F (r * (g i / a)) = y
  field_simp
```

## The lower bound and its equality case

If $c\ge1$ and $s_i\ge0$, then $s_i\le c^{1/3}s_i$. Since $F$ is nondecreasing on $[0,\infty)$, written `MonotoneOn F (Set.Ici 0)`, $F(s_i)\le F(c^{1/3}s_i)$. Multiplying by $w_in_i^{4/3}>0$ preserves the inequality.

```lean
/-- If `F` is nondecreasing on `[0, ∞)`, multiplying the reduced gradient by `c^(1/3)` with `c ≥ 1`
does not lower the grid-point term `w * n^(4/3) * F`. -/
theorem density_le {F : ℝ → ℝ} (hm : MonotoneOn F (Set.Ici 0)) {w n g c : ℝ}
    (hw : 0 < w) (hn : 0 < n) (hg : 0 ≤ g) (hc : 1 ≤ c) :
    w * n ^ (4 / 3 : ℝ) * F (g / n ^ (4 / 3 : ℝ)) ≤
      w * n ^ (4 / 3 : ℝ) * F (c ^ (1 / 3 : ℝ) * (g / n ^ (4 / 3 : ℝ))) := by
  have ha : 0 < n ^ (4 / 3 : ℝ) := Real.rpow_pos_of_pos hn _
  have hs : 0 ≤ g / n ^ (4 / 3 : ℝ) := div_nonneg hg ha.le
  have hr : 1 ≤ c ^ (1 / 3 : ℝ) := Real.one_le_rpow hc (by norm_num)
  have hle : g / n ^ (4 / 3 : ℝ) ≤ c ^ (1 / 3 : ℝ) * (g / n ^ (4 / 3 : ℝ)) :=
    le_mul_of_one_le_left hs hr
  exact mul_le_mul_of_nonneg_left (hm hs (hs.trans hle) hle) (mul_pos hw ha).le
```

Summation gives the first inequality below. For $c>1$, the second follows from $c^{-1/3}>c^{-1}$ and $K>0$, which holds because the weights, the densities and $F$ are positive and there is at least one grid point:
$$c\,K(n/c,g/c)\ge c^{-1/3}K(n,g)>K(n,g)/c.$$

```lean
/-- For `c > 1` and an enhancement factor that is positive and nondecreasing on `[0, ∞)`, the
exchange magnitude of `c` fragments of density `n/c` and gradient `g/c` is at least `c^(-1/3)` times
that of the whole density, which is strictly more than `1/c` times it. -/
theorem fragment_bound [Nonempty ι] {F : ℝ → ℝ} (hF : ∀ s, 0 ≤ s → 0 < F s)
    (hm : MonotoneOn F (Set.Ici 0)) {w n g : ι → ℝ} (hw : ∀ i, 0 < w i)
    (hn : ∀ i, 0 < n i) (hg : ∀ i, 0 ≤ g i) {c : ℝ} (hc : 1 < c) :
    c ^ (-(1 / 3 : ℝ)) * semilocalK F w n g ≤
        c * semilocalK F w (fun i => n i / c) (fun i => g i / c) ∧
      semilocalK F w n g / c < c ^ (-(1 / 3 : ℝ)) * semilocalK F w n g := by
  have hc0 : 0 < c := by linarith
  constructor
  · rw [fragment_scaling F w n g hn hc0]
    exact mul_le_mul_of_nonneg_left
      (Finset.sum_le_sum fun i _ => density_le hm (hw i) (hn i) (hg i) hc.le)
      (Real.rpow_nonneg hc0.le _)
  · have hK : 0 < semilocalK F w n g :=
      Finset.sum_pos (fun i _ => mul_pos (mul_pos (hw i) (Real.rpow_pos_of_pos (hn i) _))
        (hF _ (div_nonneg (hg i) (Real.rpow_nonneg (hn i).le _)))) Finset.univ_nonempty
    have hlt : c⁻¹ < c ^ (-(1 / 3 : ℝ)) := by
      rw [← Real.rpow_neg_one]
      exact Real.rpow_lt_rpow_of_exponent_lt hc (by norm_num)
    rw [div_eq_inv_mul]
    exact mul_lt_mul_of_pos_right hlt hK
```

Since the inequality holds term by term, the sums agree exactly when every pair of terms agrees, that is, when $F(c^{1/3}s_i)=F(s_i)$ at each point. A constant $F$, as in the local density approximation, satisfies this.

```lean
/-- For `c > 1` and an enhancement factor nondecreasing on `[0, ∞)`, the exchange sum of `c`
fragments equals `c^(-1/3)` times that of the whole density exactly when, at every grid point, `F`
has the same value at the reduced gradients of the fragment and of the whole density. -/
theorem fragment_bound_eq_iff {F : ℝ → ℝ} (hm : MonotoneOn F (Set.Ici 0))
    {w n g : ι → ℝ} (hw : ∀ i, 0 < w i) (hn : ∀ i, 0 < n i) (hg : ∀ i, 0 ≤ g i)
    {c : ℝ} (hc : 1 < c) :
    c * semilocalK F w (fun i => n i / c) (fun i => g i / c) =
        c ^ (-(1 / 3 : ℝ)) * semilocalK F w n g ↔
      ∀ i, F (c ^ (1 / 3 : ℝ) * (g i / n i ^ (4 / 3 : ℝ))) =
        F (g i / n i ^ (4 / 3 : ℝ)) := by
  have hc0 : 0 < c := by linarith
  have key := Finset.sum_eq_sum_iff_of_le (s := Finset.univ)
    (fun i _ => density_le hm (hw i) (hn i) (hg i) hc.le)
  rw [fragment_scaling F w n g hn hc0, mul_right_inj' (Real.rpow_pos_of_pos hc0 _).ne']
  unfold semilocalK
  constructor
  · intro h i
    have hi := key.1 h.symm i (Finset.mem_univ i)
    exact (mul_left_cancel₀ (mul_pos (hw i) (Real.rpow_pos_of_pos (hn i) _)).ne' hi).symm
  · intro h
    exact Finset.sum_congr rfl fun i _ => by rw [h i]
```

## Energies of the stretched ion

The copies contribute equally to the exchange sum, so $K_M=M\,K(n/M,g/M)$.

```lean
/-- The semilocal exchange magnitude of the stretched ion is the sum over its `M` equal
fragments. -/
theorem semilocalK_shared (F : ℝ → ℝ) (w n g : ι → ℝ) (M : ℕ) :
    semilocalK F (copies M w) (shared M n) (shared M g) =
      M * semilocalK F w (fun i => n i / (M : ℝ)) (fun i => g i / (M : ℝ)) := by
  simp only [semilocalK, copies, shared, Fintype.sum_prod_type, Finset.sum_const,
    Finset.card_univ, Fintype.card_fin, nsmul_eq_mul]
```

In the Hartree double sum only pairs within one copy survive. Each copy gives $U/M^2$, and the $M$ copies together give $U_M=U/M$. The auxiliary statement `inner` performs the sum over the second point.

```lean
/-- Sharing a density equally among `M` infinitely separated atoms divides its Hartree
energy by `M`. -/
theorem hartree_shared (w : ι → ℝ) (v : ι → ι → ℝ) (n : ι → ℝ) {M : ℕ} (hM : 0 < M) :
    hartree (copies M w) (separated M v) (shared M n) = hartree w v n / M := by
  have hM0 : (M : ℝ) ≠ 0 := by exact_mod_cast hM.ne'
  -- only the copy containing the first point contributes
  have inner : ∀ (a : Fin M) (i : ι), ∑ b : Fin M, ∑ j, w i * w j *
      (if a = b then v i j else 0) * (n i / (M : ℝ)) * (n j / (M : ℝ)) =
      (∑ j, w i * w j * v i j * n i * n j) / (M : ℝ) ^ 2 := by
    intro a i
    rw [Finset.sum_eq_single a]
    · rw [Finset.sum_div]
      refine Finset.sum_congr rfl fun j _ => ?_
      rw [if_pos rfl]
      ring
    · intro b _ hb
      simp [Ne.symm hb]
    · simp
  simp only [hartree, copies, separated, shared, Fintype.sum_prod_type, inner,
    Finset.sum_const, Finset.card_univ, Fintype.card_fin, nsmul_eq_mul, ← Finset.sum_div]
  field_simp
```

## Excess exchange at dissociation

The hypothesis `hatom`, $K(n,g)=U(n)$, says that exchange cancels the electron's self-repulsion in the atom. It is assumed here, not derived from a particular functional. Setting $c=M\ge2$ and subtracting $U_M=U/M$ gives
$$K_M-U_M\ge\left(M^{-1/3}-\frac1M\right)U>0.$$
For $M=2$ the factor is about $0.294$. The theorem compares exchange with Hartree energy only; its sign carries over to the total energy if, for instance, the one-electron terms equal those of the atom and correlation vanishes.

```lean
/-- Let the enhancement factor be positive and nondecreasing on `[0, ∞)`. If semilocal exchange
cancels the Hartree energy of the one-electron atom, then for the electron shared by `M ≥ 2`
infinitely separated atoms it exceeds the Hartree energy in magnitude by at least `(M^(-1/3) - 1/M)`
times the atomic Hartree energy, a positive amount. -/
theorem stretched_ion_overbinding [Nonempty ι] {F : ℝ → ℝ} (hF : ∀ s, 0 ≤ s → 0 < F s)
    (hm : MonotoneOn F (Set.Ici 0)) {w n g : ι → ℝ} {v : ι → ι → ℝ} (hw : ∀ i, 0 < w i)
    (hn : ∀ i, 0 < n i) (hg : ∀ i, 0 ≤ g i)
    (hatom : semilocalK F w n g = hartree w v n) {M : ℕ} (hM : 2 ≤ M) :
    0 < ((M : ℝ) ^ (-(1 / 3 : ℝ)) - 1 / M) * hartree w v n ∧
      ((M : ℝ) ^ (-(1 / 3 : ℝ)) - 1 / M) * hartree w v n ≤
        semilocalK F (copies M w) (shared M n) (shared M g) -
          hartree (copies M w) (separated M v) (shared M n) := by
  have hc : (1 : ℝ) < M := by exact_mod_cast (show 1 < M by omega)
  obtain ⟨h1, h2⟩ := fragment_bound hF hm hw hn hg hc
  rw [semilocalK_shared, hartree_shared w v n (by omega)]
  rw [hatom] at h1 h2
  have e : ((M : ℝ) ^ (-(1 / 3 : ℝ)) - 1 / M) * hartree w v n =
      (M : ℝ) ^ (-(1 / 3 : ℝ)) * hartree w v n - hartree w v n / M := by ring
  rw [e]
  constructor <;> linarith
```

A two-point grid with unit weights, densities and gradients satisfies the assumptions. It only shows that they are consistent and is not a model of an atom: its density sums to 2, not to one electron. With $F(s)=1+s^2$, $K=2\cdot2=4$; with $v_{ii}=3$ and $v_{ij}=1$ for $i\ne j$, $U=\tfrac12(3+1+1+3)=4$.

```lean
/-- On a two-point grid with unit weights, density and gradient, the factor `1 + s^2` is
positive and nondecreasing for `s ≥ 0`, and its exchange cancels the Hartree energy of the
interaction with strength 3 on a point and 1 between points. -/
theorem stretched_ion_overbinding_witness :
    (∀ s : ℝ, 0 ≤ s → 0 < 1 + s ^ 2) ∧
      MonotoneOn (fun s : ℝ => 1 + s ^ 2) (Set.Ici 0) ∧
      semilocalK (fun s => 1 + s ^ 2) (fun _ : Fin 2 => 1) (fun _ => 1) (fun _ => 1) =
        hartree (fun _ : Fin 2 => 1) (fun i j => if i = j then 3 else 1) (fun _ => 1) := by
  refine ⟨fun s _ => by positivity, ?_, ?_⟩
  · intro a ha b _ hab
    have ha' : (0 : ℝ) ≤ a := ha
    show 1 + a ^ 2 ≤ 1 + b ^ 2
    nlinarith
  · norm_num [semilocalK, hartree, Fin.sum_univ_two]

end

end StretchedIonExchange
```

```lean
#print axioms StretchedIonExchange.fragment_bound_eq_iff
#print axioms StretchedIonExchange.stretched_ion_overbinding
```

```
'StretchedIonExchange.fragment_bound_eq_iff' depends on axioms: [propext, Classical.choice, Quot.sound]
'StretchedIonExchange.stretched_ion_overbinding' depends on axioms: [propext, Classical.choice, Quot.sound]
```
